# Averaging over nested QM selections weights each energy increment by its smallest group weight

If an adaptive QM/MM energy is an average over QM selections that form a chain under inclusion, each inclusion-exclusion increment enters with the smallest weight of the groups involved:

$$\bar E = E(\varnothing) + \sum_{S\neq\varnothing} D(S)\,\min_{i\in S} p_i .$$

Here $E(T)$ is the energy when the buffer groups in $T$ are treated quantum mechanically together with the permanent QM core, so $E(\varnothing)$ is the energy with only the core in the QM region. The number of buffer groups is finite. The selection $T$ has weight $w(T)\ge 0$, the weights sum to 1, and

$$\bar E=\sum_T w(T)E(T),\qquad p_i=\sum_{T\ni i} w(T),\qquad D(S)=\sum_{U\subseteq S}(-1)^{|S|+|U|}E(U).$$

Conversely, if nonnegative weights with sum 1 satisfy the formula for every energy function $E$, any two selections of nonzero weight are nested.

## Codes that sort the buffer by distance

A code that sorts the buffer groups by distance and averages over the selections "nearest group", "nearest two groups" and so on uses a chain. For such a finite buffer at one fixed geometry, the result says that the weights affect the averaged energy only through the $p_i$, and it gives the factor of every many-body term.

The formula is a means of analysis and comparison, not a cheaper algorithm. A chain on $n$ groups has at most $n+1$ selections, whereas the full set of increments needs the energies of all $2^n$ subsets. For a small buffer, a program can evaluate both sides and compare them.

Two groups show what happens without nesting. Put weight $1/2$ on $\{1\}$ and $1/2$ on $\{2\}$. Both group weights are $1/2$, but the groups are never in the QM region together. The average contains no pair increment, while the minimum formula would add $\tfrac12 D(\{1,2\})$.

## From increments to the smallest weight

**Increments add up to energies.** Let $a\notin S$. The subsets of $S\cup\{a\}$ are the sets $U$ and $U\cup\{a\}$ with $U\subseteq S$. Those without $a$ acquire an extra minus sign, so

$$D_E(S\cup\{a\})=D_{E^a}(S)-D_E(S),\qquad E^a(U)=E(U\cup\{a\}).$$

It follows by induction on $T$, for all energy functions at once, that $\sum_{S\subseteq T}D(S)=E(T)$. For $T=\varnothing$ both sides are $E(\varnothing)$. Adding $a$ gives

$$\sum_{S\subseteq T}D_E(S)+\sum_{S\subseteq T}\bigl[D_{E^a}(S)-D_E(S)\bigr]=E^a(T)=E(T\cup\{a\}).$$

The increments are the only function with this property. If $F$ also satisfies $\sum_{S\subseteq T}F(S)=E(T)$ for all $T$, and $F=D$ on all proper subsets of $S$, subtracting the two sums for $S$ leaves $F(S)=D(S)$.

**Joint weights appear.** Let $q(S)=\sum_{T\supseteq S}w(T)$ be the total weight of the selections that contain all of $S$. Exchanging sums gives

$$\bar E=\sum_T w(T)\sum_{S\subseteq T}D(S)=\sum_S D(S)\,q(S)=E(\varnothing)+\sum_{S\neq\varnothing}D(S)\,q(S),$$

because $q(\varnothing)=1$ and $D(\varnothing)=E(\varnothing)$. This step needs no chain.

**On a chain, $q(S)$ is the minimum.** Every selection that contains $S$ contains each $i\in S$, so $q(S)\le p_i$. Equality must hold for some $i\in S$. If all selections of nonzero weight contain $S$, any $i\in S$ will do. Otherwise let $M$ be the largest selection of nonzero weight that does not contain $S$, and choose $i\in S\setminus M$. Suppose that a selection $T$ of nonzero weight contains $i$ but not all of $S$. Then $|T|\le|M|$, and $T$ and $M$ are nested. The case $T\subseteq M$ would put $i$ in $M$. The case $M\subseteq T$ forces $T=M$ by size, with the same contradiction. Hence every selection of nonzero weight that contains $i$ contains $S$, and $p_i=q(S)$.

The word "largest" is where this argument can go wrong. Take the chain $\varnothing\subset\{a\}\subset\{a,b\}$ with positive weights, and $S=\{a,b\}$. A member of $S$ missing from $\varnothing$ could be $a$, but $\{a\}$ contains $a$ and not $S$, so $p_a>q(S)$. The largest selection that fails to contain $S$ is $\{a\}$, and it singles out $b$.

**Without a chain, some energy violates the formula.** Let $S$ and $T$ have nonzero weight with neither inside the other. Choose $i\in S\setminus T$ and $j\in T\setminus S$, and set $A=\{i,j\}$. Let $E(U)=1$ if $A\subseteq U$ and $0$ otherwise. By uniqueness, $D(A)=1$ and all other increments vanish. The average is therefore $q(A)$, and the formula claims $\min(p_i,p_j)$. But $S$ contributes to $p_i$ and not to $q(A)$, and $T$ contributes to $p_j$ and not to $q(A)$. Both group weights exceed $q(A)$, which is a contradiction.

## The Lean source

```lean
import Mathlib

open Finset

namespace ChainAdaptiveQMMM

variable {ι : Type*} [DecidableEq ι]

/-- The inclusion-exclusion increment `D(S)` of the energy `E`: the sum over subsets `U` of `S`
of `E U`, with sign plus or minus according to the parity of the number of groups left out. -/
def increment (E : Finset ι → ℝ) (S : Finset ι) : ℝ :=
  ∑ U ∈ S.powerset, (-1) ^ (S.card + U.card) * E U

/-- Adding a new group `a` to `S` gives the increment of the energy with `a` present minus the
increment of the original energy. -/
theorem increment_insert (E : Finset ι → ℝ) {a : ι} {S : Finset ι} (ha : a ∉ S) :
    increment E (insert a S) = increment (fun U => E (insert a U)) S - increment E S := by
  unfold increment
  rw [Finset.sum_powerset_insert ha, ← Finset.sum_sub_distrib, ← Finset.sum_add_distrib]
  refine Finset.sum_congr rfl fun U hU => ?_
  have haU : a ∉ U := fun h => ha (Finset.mem_powerset.mp hU h)
  rw [Finset.card_insert_of_notMem ha, Finset.card_insert_of_notMem haU]
  ring

/-- The increments of all subsets of `T` add up to the energy of `T`. -/
theorem sum_increment (E : Finset ι → ℝ) (T : Finset ι) :
    ∑ S ∈ T.powerset, increment E S = E T := by
  induction T using Finset.induction_on generalizing E with
  | empty => simp [increment]
  | insert a T ha ih =>
    have h : ∑ S ∈ T.powerset, increment E (insert a S)
        = ∑ S ∈ T.powerset, (increment (fun U => E (insert a U)) S - increment E S) :=
      Finset.sum_congr rfl fun S hS =>
        increment_insert E (fun h => ha (Finset.mem_powerset.mp hS h))
    rw [Finset.sum_powerset_insert ha, h, Finset.sum_sub_distrib, ih E,
      ih (fun U => E (insert a U))]
    ring

/-- If contributions `F` of the subsets of each `T` add up to `E T`, they are the increments. -/
theorem increment_unique {E F : Finset ι → ℝ} (h : ∀ T, E T = ∑ S ∈ T.powerset, F S)
    (S : Finset ι) : increment E S = F S := by
  induction S using Finset.strongInduction with
  | H S ih =>
    have h1 := (sum_increment E S).trans (h S)
    rw [← Finset.add_sum_erase _ _ (Finset.mem_powerset_self S),
      ← Finset.add_sum_erase _ F (Finset.mem_powerset_self S)] at h1
    have h2 : ∑ T ∈ S.powerset.erase S, increment E T = ∑ T ∈ S.powerset.erase S, F T := by
      refine Finset.sum_congr rfl fun T hT => ih T ?_
      obtain ⟨hne, hT'⟩ := Finset.mem_erase.mp hT
      exact Finset.ssubset_iff_subset_ne.mpr ⟨Finset.mem_powerset.mp hT', hne⟩
    linarith

/-- Any two sets of groups with nonzero weight are comparable under inclusion. -/
def SupportedOnChain (w : Finset ι → ℝ) : Prop :=
  ∀ S T, w S ≠ 0 → w T ≠ 0 → S ⊆ T ∨ T ⊆ S

variable [Fintype ι]

/-- The weight `p_i` of a buffer group: the total weight of the sets that contain it. -/
def groupWeight (w : Finset ι → ℝ) (i : ι) : ℝ := ∑ T, if i ∈ T then w T else 0

/-- The joint weight of `S`: the total weight of the sets that contain all groups of `S`. -/
def jointWeight (w : Finset ι → ℝ) (S : Finset ι) : ℝ := ∑ T, if S ⊆ T then w T else 0

/-- The adaptive QM/MM energy: the weighted sum of the energies of all QM selections. -/
def averagedEnergy (w E : Finset ι → ℝ) : ℝ := ∑ T, w T * E T

/-- For weights with sum 1, the averaged energy is `E ∅` plus the sum over nonempty sets of
increment times joint weight. -/
theorem averagedEnergy_eq_joint (w E : Finset ι → ℝ) (h1 : ∑ S, w S = 1) :
    averagedEnergy w E = E ∅ +
      ∑ S : {S : Finset ι // S.Nonempty}, increment E S.1 * jointWeight w S.1 := by
  have h : ∀ T, E T = ∑ S, if S ⊆ T then increment E S else 0 := by
    intro T
    refine (sum_increment E T).symm.trans ?_
    rw [← Finset.sum_filter]
    exact Finset.sum_congr (by ext S; simp) fun _ _ => rfl
  -- exchange the sum over selections with the sum over increments
  have hall : averagedEnergy w E = ∑ S, increment E S * jointWeight w S := by
    unfold averagedEnergy jointWeight
    calc ∑ T, w T * E T
        = ∑ T, ∑ S, increment E S * (if S ⊆ T then w T else 0) := by
          refine Finset.sum_congr rfl fun T _ => ?_
          rw [h T, Finset.mul_sum]
          refine Finset.sum_congr rfl fun S _ => ?_
          split_ifs <;> ring
      _ = ∑ S, increment E S * ∑ T, (if S ⊆ T then w T else 0) := by
          rw [Finset.sum_comm]
          exact Finset.sum_congr rfl fun S _ => (Finset.mul_sum _ _ _).symm
  have h0 : increment E ∅ * jointWeight w ∅ = E ∅ := by
    simp [increment, jointWeight, h1]
  rw [hall, ← Finset.add_sum_erase _ _ (Finset.mem_univ (∅ : Finset ι)), h0]
  congr 1
  exact Finset.sum_subtype _ (fun S => by simp [Finset.nonempty_iff_ne_empty])
    (fun S => increment E S * jointWeight w S)

/-- On a chain, every nonempty `S` has a limiting group: each set of nonzero weight that
contains this group contains all of `S`. -/
theorem exists_limiting_group {w : Finset ι → ℝ} (hc : SupportedOnChain w)
    {S : Finset ι} (hS : S.Nonempty) : ∃ i ∈ S, ∀ T, w T ≠ 0 → i ∈ T → S ⊆ T := by
  classical
  by_cases h : (Finset.univ.filter fun T => w T ≠ 0 ∧ ¬ S ⊆ T).Nonempty
  · -- a member of S missing from the largest supported set that does not contain S
    obtain ⟨M, hM, hmax⟩ := Finset.exists_max_image _ Finset.card h
    have hM' := (Finset.mem_filter.mp hM).2
    obtain ⟨i, hiS, hiM⟩ := Finset.not_subset.mp hM'.2
    refine ⟨i, hiS, fun T hT hiT => ?_⟩
    by_contra hST
    rcases hc T M hT hM'.1 with h1 | h1
    · exact hiM (h1 hiT)
    · have e := Finset.eq_of_subset_of_card_le h1
        (hmax T (Finset.mem_filter.mpr ⟨Finset.mem_univ _, hT, hST⟩))
      exact hiM (by rw [e]; exact hiT)
  · obtain ⟨i, hi⟩ := hS
    refine ⟨i, hi, fun T hT _ => ?_⟩
    by_contra hST
    exact h ⟨T, Finset.mem_filter.mpr ⟨Finset.mem_univ _, hT, hST⟩⟩

/-- For nonnegative weights supported on a chain, the joint weight of a nonempty set is the
smallest weight of its groups. -/
theorem jointWeight_eq_min {w : Finset ι → ℝ} (hw : ∀ S, 0 ≤ w S) (hc : SupportedOnChain w)
    {S : Finset ι} (hS : S.Nonempty) : jointWeight w S = S.inf' hS (groupWeight w) := by
  apply le_antisymm
  · refine Finset.le_inf' hS _ fun i hi => ?_
    unfold jointWeight groupWeight
    refine Finset.sum_le_sum fun T _ => ?_
    by_cases h : S ⊆ T
    · rw [if_pos h, if_pos (h hi)]
    · rw [if_neg h]
      split_ifs
      · exact hw T
      · exact le_rfl
  · obtain ⟨i, hiS, hi⟩ := exists_limiting_group hc hS
    refine (Finset.inf'_le _ hiS).trans ?_
    unfold jointWeight groupWeight
    refine Finset.sum_le_sum fun T _ => ?_
    by_cases h0 : w T = 0
    · simp [h0]
    · by_cases hiT : i ∈ T
      · rw [if_pos hiT, if_pos (hi T h0 hiT)]
      · rw [if_neg hiT]
        split_ifs
        · exact hw T
        · exact le_rfl

/-- For nonnegative weights with sum 1 supported on a chain, the averaged energy is `E ∅` plus
the sum over nonempty sets of the increment times the smallest group weight in the set. -/
theorem averagedEnergy_eq_min {w : Finset ι → ℝ} (hw : ∀ S, 0 ≤ w S) (h1 : ∑ S, w S = 1)
    (hc : SupportedOnChain w) (E : Finset ι → ℝ) :
    averagedEnergy w E = E ∅ + ∑ S : {S : Finset ι // S.Nonempty},
      increment E S.1 * S.1.inf' S.2 (groupWeight w) := by
  rw [averagedEnergy_eq_joint w E h1]
  congr 1
  exact Finset.sum_congr rfl fun S _ => by rw [jointWeight_eq_min hw hc S.2]

/-- Let nonnegative weights have sum 1. If the minimum formula gives the averaged energy for
every energy function, then the weights are supported on a chain. -/
theorem chain_of_min_formula {w : Finset ι → ℝ} (hw : ∀ S, 0 ≤ w S) (h1 : ∑ S, w S = 1)
    (h : ∀ E : Finset ι → ℝ, averagedEnergy w E = E ∅ +
      ∑ S : {S : Finset ι // S.Nonempty},
        increment E S.1 * S.1.inf' S.2 (groupWeight w)) :
    SupportedOnChain w := by
  intro S T hS hT
  by_contra hne
  obtain ⟨hST, hTS⟩ := not_or.mp hne
  obtain ⟨i, hiS, hiT⟩ := Finset.not_subset.mp hST
  obtain ⟨j, hjT, hjS⟩ := Finset.not_subset.mp hTS
  obtain ⟨A, hAdef⟩ : ∃ A : Finset ι, A = {i, j} := ⟨_, rfl⟩
  have hiA : i ∈ A := by simp [hAdef]
  have hjA : j ∈ A := by simp [hAdef]
  have hA : A.Nonempty := ⟨i, hiA⟩
  -- the energy that is 1 when both groups are present has a single increment, at A
  let E : Finset ι → ℝ := fun U => if A ⊆ U then 1 else 0
  have hD : ∀ V, increment E V = if V = A then 1 else 0 :=
    increment_unique (F := fun V => if V = A then 1 else 0) fun U => by
      simp [E, Finset.sum_ite_eq']
  have pick : ∀ g : {S : Finset ι // S.Nonempty} → ℝ,
      ∑ V, increment E V.1 * g V = g ⟨A, hA⟩ := by
    intro g
    rw [Finset.sum_eq_single (⟨A, hA⟩ : {S : Finset ι // S.Nonempty})]
    · rw [hD, if_pos rfl, one_mul]
    · intro V _ hV
      rw [hD, if_neg (fun e => hV (Subtype.ext e)), zero_mul]
    · intro hh
      exact absurd (Finset.mem_univ _) hh
  have key : jointWeight w A = A.inf' hA (groupWeight w) :=
    (pick fun V => jointWeight w V.1).symm.trans
      ((add_left_cancel ((averagedEnergy_eq_joint w E h1).symm.trans (h E))).trans
        (pick fun V => V.1.inf' V.2 (groupWeight w)))
  -- a supported set with k but not all of A makes the weight of k exceed the joint weight
  have strict : ∀ k ∈ A, ∀ U, k ∈ U → ¬ A ⊆ U → w U ≠ 0 →
      jointWeight w A < groupWeight w k := by
    intro k hk U hkU hAU hU
    unfold jointWeight groupWeight
    refine Finset.sum_lt_sum (fun V _ => ?_) ⟨U, Finset.mem_univ _, ?_⟩
    · by_cases hV : A ⊆ V
      · rw [if_pos hV, if_pos (hV hk)]
      · rw [if_neg hV]
        split_ifs
        · exact hw V
        · exact le_rfl
    · rw [if_neg hAU, if_pos hkU]
      exact lt_of_le_of_ne (hw U) (Ne.symm hU)
  obtain ⟨k, hk, e⟩ := Finset.exists_mem_eq_inf' hA (groupWeight w)
  have hlt : jointWeight w A < groupWeight w k := by
    have hk' : k = i ∨ k = j := by simpa [hAdef] using hk
    rcases hk' with hki | hkj
    · rw [hki]
      exact strict i hiA S hiS (fun hh => hjS (hh hjA)) hS
    · rw [hkj]
      exact strict j hjA T hjT (fun hh => hiT (hh hiA)) hT
  linarith

/-- Weight `1 - t` on the set `A` and weight `t` on the set `B`, added if the sets coincide. -/
def twoLayerWeight (A B : Finset ι) (t : ℝ) (S : Finset ι) : ℝ :=
  (if S = A then 1 - t else 0) + (if S = B then t else 0)

/-- For nested sets `A ⊆ B` and `t` between 0 and 1, the two-layer weights are nonnegative,
have sum 1 and are supported on a chain. -/
theorem twoLayerWeight_witness {A B : Finset ι} (hAB : A ⊆ B) {t : ℝ} (h0 : 0 ≤ t)
    (h1 : t ≤ 1) : (∀ S, 0 ≤ twoLayerWeight A B t S) ∧ ∑ S, twoLayerWeight A B t S = 1 ∧
      SupportedOnChain (twoLayerWeight A B t) := by
  refine ⟨fun S => ?_, ?_, ?_⟩
  · unfold twoLayerWeight
    split_ifs <;> linarith
  · simp [twoLayerWeight, Finset.sum_add_distrib]
  · have hs : ∀ S, twoLayerWeight A B t S ≠ 0 → S = A ∨ S = B := by
      intro S h
      by_contra hn
      obtain ⟨hA, hB⟩ := not_or.mp hn
      exact h (by simp [twoLayerWeight, hA, hB])
    intro S T hS hT
    rcases hs S hS with h | h <;> rcases hs T hT with h' | h' <;> rw [h, h'] <;> simp [hAB]

end ChainAdaptiveQMMM
```

```lean
#print axioms ChainAdaptiveQMMM.averagedEnergy_eq_min
#print axioms ChainAdaptiveQMMM.chain_of_min_formula
```

```
'ChainAdaptiveQMMM.averagedEnergy_eq_min' depends on axioms: [propext, Classical.choice, Quot.sound]
'ChainAdaptiveQMMM.chain_of_min_formula' depends on axioms: [propext, Classical.choice, Quot.sound]
```

## What the theorems say about weights and energies

A buffer group is an element of the finite type `ι`, and a selection is a `Finset ι`. Energies and weights are real functions on selections, with energies in any fixed unit. The definitions `increment`, `groupWeight`, `jointWeight` and `averagedEnergy` are $D$, $p$, $q$ and $\bar E$. The sum over `{S : Finset ι // S.Nonempty}` runs over nonempty sets: `S.1` is the set and `S.2` the proof that it is nonempty. Lean's `inf'` takes that proof and returns the minimum over the set.

The theorem `averagedEnergy_eq_min` assumes nonnegative weights (`hw`), sum 1 (`h1`) and `SupportedOnChain w` (`hc`). The last condition restricts only selections of nonzero weight. It stands for a selection rule that adds groups in one order at the given geometry.

In `chain_of_min_formula`, the hypothesis `h` ranges over all energy functions. Agreement for one energy is weaker evidence: if only single-group increments are nonzero, the formula holds for any normalised weights, nested or not.

The theorem `twoLayerWeight_witness` supplies weights that meet all three conditions: $1-t$ on $A$ and $t$ on $B$, with $A\subseteq B$ and $0\le t\le 1$.

The step to a real simulation that these hypotheses leave open is the identification of `E T` with program output. The code must return one definite energy for each selection at the given geometry, whichever electronic solution it converges to. The weights are given numbers here, so the theorems say nothing about the gradient of $\bar E$, which also involves the derivatives of the weights, or about energy conservation along a trajectory.

## How the lemmas divide the work

`increment_insert` is the recursion, obtained by splitting the subsets with `Finset.sum_powerset_insert`. `sum_increment` is the induction, kept general in `E` so that it also applies to $E^a$. `increment_unique` uses strong induction and removes the top set from both sums. `averagedEnergy_eq_joint` exchanges the sums with `Finset.sum_comm` and separates the empty set.

`exists_limiting_group` finds $M$ with `Finset.exists_max_image`, using the number of groups as the size. `jointWeight_eq_min` proves the two inequalities separately, comparing the sums term by term, and `averagedEnergy_eq_min` substitutes the result.

In the converse, `hD` identifies the single nonzero increment, `pick` reduces each sum to its term at `A`, and `key` gives $q(A)=\min(p_i,p_j)$. The statement `strict` provides the strict inequality for whichever group attains the minimum, and `linarith` closes the contradiction.
